# Cosine band and ±k degeneracy of the nearest-neighbour tight-binding ring

A single particle sits on a ring of N identical atoms with one orbital each and hops between neighbours with a real amplitude t. The orbitals are taken as orthonormal, and their common on-site energy is the zero of energy. The ring can be a cyclic molecule in the Hückel picture or a chain closed by Born–von Karman boundary conditions. For this non-interacting, one-orbital, finite model the questions are which energies the running waves have and which waves are degenerate. A wave and its mirror image should share an energy, and it has to be checked that no other coincidences occur when t ≠ 0.

## The model

```lean
import Mathlib

open Matrix Complex
open scoped Real

namespace TightBindingRing

noncomputable section

variable {N : ℕ}
```

`N` is a natural number, the number of sites, and the description below is meant for N ≥ 1. Lean also accepts N = 0, where `ZMod 0` is ℤ and the ring picture does not apply. The imaginary unit is written I below, as in Lean, because i labels a site.

```lean
/-- Nearest-neighbour Hamiltonian of a ring of `N` sites: the matrix element is `-t` between
sites `i` and `j = i ± 1`, and zero otherwise. -/
def hopping (t : ℝ) : Matrix (ZMod N) (ZMod N) ℂ :=
  Matrix.of fun i j => if j = i + 1 ∨ j = i - 1 then -(t : ℂ) else 0
```

`ZMod N` is the integers modulo N, so `i + 1` and `i - 1` wrap around the ring, which is the periodic boundary condition. The Hamiltonian H is a complex matrix with H_ij = −t if j = i + 1 or j = i − 1 and zero otherwise. A pair of sites is either linked or not, so the entry is −t even when both conditions hold. Separate on-site energies, longer hops, magnetic flux, spin and interactions are absent. For N = 1 the single site counts as its own neighbour, so the one entry of H is the diagonal H_00 = −t; for N ≥ 2 the diagonal is zero.

```lean
/-- Plane wave of wave number `k`, with amplitude `exp (2π I k j / N)` on site `j`. -/
def planeWave (k : ZMod N) : ZMod N → ℂ :=
  fun j => exp (2 * π * I * ((k.val : ℂ) * (j.val : ℂ)) / N)
```

A state is a function from sites to ℂ. Wave numbers also live in `ZMod N`, and `k.val` is the representative of k in 0, …, N − 1. The plane wave is

φ_k(j) = exp(2πI k j / N).

Every amplitude has modulus 1, so the normalised state is φ_k/√N, with the same energy.

```lean
/-- The cosine band `ε(k) = -2 t cos (2π k / N)`. -/
def band (t : ℝ) (k : ZMod N) : ℝ := -2 * t * Real.cos (2 * π * (k.val : ℝ) / N)
```

The band is the real number

ε(k) = −2t cos(2πk/N).

At this point it is only a definition.

```lean
/-- The hopping Hamiltonian is Hermitian. -/
theorem hopping_isHermitian (t : ℝ) : (hopping (N := N) t).IsHermitian := by
  ext i j
  have h : (i = j + 1 ∨ i = j - 1) ↔ (j = i + 1 ∨ j = i - 1) := by
    constructor <;> rintro (h | h) <;> rw [h] <;> simp
  simp only [hopping, conjTranspose_apply, of_apply, h]
  split_ifs <;> simp
```

H equals its conjugate transpose. By hand, j = i ± 1 is equivalent to i = j ∓ 1, which is the step `h`, and −t is real. `ext i j` compares the matrices entry by entry, and `split_ifs` treats linked and unlinked pairs separately.

## Plane waves as eigenvectors

```lean
variable [NeZero N]

local notation "χ" => (ZMod.stdAddChar : AddChar (ZMod N) ℂ)

/-- The plane-wave amplitude is the standard character of the cyclic group at `k j`. -/
theorem planeWave_eq (k j : ZMod N) : planeWave k j = χ (k * j) := by
  have h := ZMod.stdAddChar_coe (N := N) ((k.val : ℤ) * (j.val : ℤ))
  have e : (((k.val : ℤ) * (j.val : ℤ) : ℤ) : ZMod N) = k * j := by
    rw [Int.cast_mul, Int.cast_natCast, Int.cast_natCast, ZMod.natCast_zmod_val,
      ZMod.natCast_zmod_val]
  rw [e] at h
  rw [h]
  simp only [planeWave, Int.cast_mul, Int.cast_natCast]
```

From here on `[NeZero N]` assumes N ≥ 1. The symbol `χ` is the function χ(m) = exp(2πI m/N) on residues m, which obeys χ(m + n) = χ(m)χ(n) and χ(0) = 1. The theorem says φ_k(j) = χ(kj) with the product taken modulo N. The step `e` identifies the integer product of the representatives with the residue `k * j`, and the exponential is unchanged when kj shifts by a multiple of N.

```lean
/-- The band energy is `-t` times the sum of the character values at `k` and `-k`. -/
theorem band_eq_char (t : ℝ) (k : ZMod N) : (band t k : ℂ) = -(t : ℂ) * (χ k + χ (-k)) := by
  have hm : ∀ m : ℕ, χ (m : ZMod N) = exp (((2 * π * (m : ℝ) / N : ℝ) : ℂ) * I) := by
    intro m
    have h := ZMod.stdAddChar_coe (N := N) (m : ℤ)
    rw [Int.cast_natCast] at h
    rw [h]
    congr 1
    push_cast
    ring
  have h1 := hm k.val
  rw [ZMod.natCast_zmod_val] at h1
  have h2 := Complex.two_cos ((2 * π * (k.val : ℝ) / N : ℝ) : ℂ)
  rw [neg_mul] at h2
  rw [AddChar.map_neg_eq_inv, h1, ← Complex.exp_neg, ← h2, band, ofReal_mul, ofReal_cos,
    ofReal_mul, ofReal_neg, ofReal_ofNat]
  ring
```

With θ = 2πk/N one has χ(k) = exp(Iθ) and χ(−k) = 1/χ(k) = exp(−Iθ). Since 2 cos θ = exp(Iθ) + exp(−Iθ),

ε(k) = −t (χ(k) + χ(−k)).

`h1` is the first identity and `h2`, from `Complex.two_cos`, is the cosine formula. `(band t k : ℂ)` is the real energy regarded as a complex number.

```lean
/-- For `N ≥ 3` the Hamiltonian acts as `(Hψ)ᵢ = -t (ψᵢ₊₁ + ψᵢ₋₁)`. -/
theorem hopping_mulVec (hN : 3 ≤ N) (t : ℝ) (ψ : ZMod N → ℂ) (i : ZMod N) :
    (hopping t *ᵥ ψ) i = -(t : ℂ) * (ψ (i + 1) + ψ (i - 1)) := by
  -- the two neighbours of a site are different sites
  have hne : i + 1 ≠ i - 1 := by
    intro h
    have h2 : ((2 : ℕ) : ZMod N) = 0 := by
      push_cast
      linear_combination h
    have := Nat.le_of_dvd (by norm_num) ((CharP.cast_eq_zero_iff (ZMod N) N 2).1 h2)
    omega
  have hterm : ∀ j, hopping t i j * ψ j =
      (if j = i + 1 then -(t : ℂ) * ψ j else 0) + (if j = i - 1 then -(t : ℂ) * ψ j else 0) := by
    intro j
    simp only [hopping, of_apply]
    by_cases h1 : j = i + 1
    · have h2 : ¬ j = i - 1 := fun h => hne (h1.symm.trans h)
      rw [if_pos (Or.inl h1), if_pos h1, if_neg h2, add_zero]
    · by_cases h2 : j = i - 1
      · rw [if_pos (Or.inr h2), if_neg h1, if_pos h2, zero_add]
      · rw [if_neg (not_or.2 ⟨h1, h2⟩), if_neg h1, if_neg h2, zero_mul, add_zero]
  simp only [mulVec, dotProduct, hterm, Finset.sum_add_distrib, Finset.sum_ite_eq',
    Finset.mem_univ, if_true]
  ring
```

`*ᵥ` is the matrix-vector product and `hN` names the hypothesis N ≥ 3. For any state ψ,

(Hψ)_i = Σ_j H_ij ψ_j = −t (ψ_{i+1} + ψ_{i−1}).

The sum has two separate terms only if i + 1 ≠ i − 1. Equality would give 2 ≡ 0 mod N, so N divides 2 and N ≤ 2, against `hN`. That is `hne`. `hterm` then writes each summand as two Kronecker deltas, and `Finset.sum_ite_eq'` carries out the sums.

```lean
/-- For `N ≥ 3` the plane wave `k` satisfies `H φₖ = ε(k) φₖ`. -/
theorem hopping_planeWave (hN : 3 ≤ N) (t : ℝ) (k : ZMod N) :
    hopping t *ᵥ planeWave k = (band t k : ℂ) • planeWave k := by
  ext j
  rw [hopping_mulVec hN]
  simp only [Pi.smul_apply, smul_eq_mul, planeWave_eq, band_eq_char]
  rw [show k * (j + 1) = k * j + k by ring, show k * (j - 1) = k * j + -k by ring,
    AddChar.map_add_eq_mul, AddChar.map_add_eq_mul]
  ring
```

`•` is multiplication of a vector by a scalar, so the statement is Hφ_k = ε(k)φ_k, for N ≥ 3 and any real t. At site j,

(Hφ_k)_j = −t (χ(kj + k) + χ(kj − k)) = −t (χ(k) + χ(−k)) χ(kj) = ε(k) φ_k(j).

The two `show` steps expand k(j ± 1), and `AddChar.map_add_eq_mul` factors the exponentials.

## Degeneracy

```lean
/-- For `t ≠ 0` the band takes the same value at `q` and `k` exactly when `q = ±k`. -/
theorem band_eq_iff {t : ℝ} (ht : t ≠ 0) (k q : ZMod N) :
    band t q = band t k ↔ q = k ∨ q = -k := by
  constructor
  · intro h
    have hc : (band t q : ℂ) = band t k := by rw [h]
    rw [band_eq_char, band_eq_char] at hc
    have hs := mul_left_cancel₀ (neg_ne_zero.2 (ofReal_ne_zero.2 ht)) hc
    have hu : ∀ p : ZMod N, χ p * χ (-p) = 1 := fun p => by
      rw [← AddChar.map_add_eq_mul, add_neg_cancel, AddChar.map_zero_eq_one]
    -- χ q is a root of the quadratic whose roots are χ k and χ (-k)
    have hq : (χ q - χ k) * (χ q - χ (-k)) = 0 := by
      linear_combination (χ q) * hs + hu k - hu q
    rcases mul_eq_zero.1 hq with h1 | h1
    · exact Or.inl (ZMod.injective_stdAddChar (sub_eq_zero.1 h1))
    · exact Or.inr (ZMod.injective_stdAddChar (sub_eq_zero.1 h1))
  · rintro (h | h)
    · rw [h]
    · apply ofReal_injective
      rw [h, band_eq_char, band_eq_char, neg_neg, add_comm]
```

For t ≠ 0 and wave numbers k and q, ε(q) = ε(k) holds if and only if q = k or q = −k modulo N. The statement concerns only the formula for ε and needs only N ≥ 1. Suppose the energies agree. Cancelling −t gives `hs`,

χ(q) + χ(−q) = χ(k) + χ(−k),

and `hu` is χ(p)χ(−p) = 1 for every residue p. Then

(χ(q) − χ(k))(χ(q) − χ(−k)) = χ(q)² − χ(q)(χ(k) + χ(−k)) + 1 = χ(q)² − χ(q)(χ(q) + χ(−q)) + 1 = 0.

`linear_combination` checks this algebra. One factor vanishes, and since different residues give different N-th roots of unity (`ZMod.injective_stdAddChar`), q = k or q = −k. Conversely, k → −k only swaps the two terms of χ(k) + χ(−k).

```lean
/-- Ring with `N ≥ 3` and `t ≠ 0`: the plane wave `k` is a nonzero eigenvector with energy
`-2 t cos (2π k / N)`, and the waves `k`, `q` have a common eigenvalue exactly when `q = ±k`. -/
theorem ring_band_degeneracy (hN : 3 ≤ N) {t : ℝ} (ht : t ≠ 0) (k q : ZMod N) :
    planeWave k ≠ 0 ∧ hopping t *ᵥ planeWave k = (band t k : ℂ) • planeWave k ∧
      ((∃ E : ℂ, hopping t *ᵥ planeWave k = E • planeWave k ∧
          hopping t *ᵥ planeWave q = E • planeWave q) ↔ q = k ∨ q = -k) := by
  have h0 : ∀ p : ZMod N, planeWave p 0 = 1 := fun p => by
    rw [planeWave_eq, mul_zero, AddChar.map_zero_eq_one]
  -- the eigenvalue is read off at site 0
  have hE : ∀ (p : ZMod N) (E : ℂ), hopping t *ᵥ planeWave p = E • planeWave p →
      (band t p : ℂ) = E := by
    intro p E h
    rw [hopping_planeWave hN] at h
    have h1 := congrFun h 0
    simpa only [Pi.smul_apply, smul_eq_mul, h0, mul_one] using h1
  refine ⟨fun h => ?_, hopping_planeWave hN t k, ?_⟩
  · have h1 := h0 k
    rw [h] at h1
    simp at h1
  · rw [← band_eq_iff ht]
    constructor
    · rintro ⟨E, hk, hq⟩
      exact ofReal_injective ((hE q E hq).trans (hE k E hk).symm)
    · intro h
      exact ⟨band t k, hopping_planeWave hN t k, by rw [← h]; exact hopping_planeWave hN t q⟩
```

For N ≥ 3, t ≠ 0 and any k, q, three statements are joined by `∧`. The vector φ_k is nonzero. It satisfies Hφ_k = ε(k)φ_k. A complex number E with Hφ_k = Eφ_k and Hφ_q = Eφ_q exists exactly when q = ±k. By hand, φ_p(0) = 1 for every p (`h0`), which gives the first claim. If Hφ_p = Eφ_p, then ε(p)φ_p = Eφ_p, and site 0 gives E = ε(p) (`hE`). A common E therefore means ε(q) = ε(k), and `band_eq_iff` applies. In the other direction E = ε(k) serves.

On the smallest ring, N = 3, the formula gives ε(0) = −2t and ε(1) = ε(2) = t, where 2 ≡ −1. For t = 0 on the same ring H is zero, and φ_0 and φ_1 share E = 0 although 1 ≠ ±0, which is why `ht` is assumed. These two evaluations are substitutions done here and have no Lean statement of their own.

## All states at a given energy

```lean
/-- Every state on the ring has exactly one expansion in the `N` plane waves. -/
theorem planeWave_expansion :
    Function.Bijective fun c : ZMod N → ℂ => ∑ q, c q • planeWave q := by
  have hN : (N : ℂ) ≠ 0 := Nat.cast_ne_zero.2 (NeZero.ne N)
  have key : ∀ c : ZMod N → ℂ, ∑ q, c q • planeWave q =
      (ZMod.dft : (ZMod N → ℂ) ≃ₗ[ℂ] (ZMod N → ℂ)).symm ((N : ℂ) • c) := by
    intro c
    ext j
    rw [ZMod.invDFT_apply]
    simp only [Finset.sum_apply, Pi.smul_apply, smul_eq_mul, planeWave_eq, Finset.mul_sum]
    refine Finset.sum_congr rfl fun q _ => ?_
    field_simp
  constructor
  · intro c d h
    simp only [key] at h
    have h' := LinearEquiv.injective _ h
    funext q
    exact mul_left_cancel₀ hN (congrFun h' q)
  · intro ψ
    refine ⟨(N : ℂ)⁻¹ • (ZMod.dft : (ZMod N → ℂ) ≃ₗ[ℂ] (ZMod N → ℂ)) ψ, ?_⟩
    simp only [key]
    rw [smul_smul, mul_inv_cancel₀ hN, one_smul, LinearEquiv.symm_apply_apply]
```

The map from coefficients c_q to the state Σ_q c_q φ_q is bijective for N ≥ 1, so every ψ has exactly one expansion. `ZMod.dft` is the discrete Fourier transform F, an invertible linear map whose inverse carries the factor 1/N:

(F⁻¹g)_j = (1/N) Σ_q exp(2πI q j/N) g_q

for any coefficient vector g. Hence Σ_q c_q φ_q = F⁻¹(N c), which is `key`. Injectivity follows from that of F⁻¹ and N ≠ 0. For surjectivity the proof supplies c = Fψ/N, that is

c_q = (1/N) Σ_j exp(−2πI q j/N) ψ_j.

With respect to the normalised waves the coefficients are √N c_q. No inner product enters, and orthogonality of the waves is not part of the statement.

```lean
/-- For `N ≥ 3` and `t ≠ 0` the solutions of `H ψ = ε(k) ψ` are exactly the superpositions of
the plane waves `k` and `-k`. -/
theorem eigenspace_iff (hN : 3 ≤ N) {t : ℝ} (ht : t ≠ 0) (k : ZMod N) (ψ : ZMod N → ℂ) :
    hopping t *ᵥ ψ = (band t k : ℂ) • ψ ↔
      ∃ a b : ℂ, a • planeWave k + b • planeWave (-k) = ψ := by
  constructor
  · intro h
    obtain ⟨c, hc⟩ := planeWave_expansion.2 ψ
    have hc' : ψ = ∑ q, c q • planeWave q := hc.symm
    have hlin : hopping t *ᵥ (∑ q, c q • planeWave q) = ∑ q, hopping t *ᵥ (c q • planeWave q) := by
      simpa only [Matrix.mulVecLin_apply] using
        map_sum (Matrix.mulVecLin (hopping t)) (fun q => c q • planeWave q) Finset.univ
    rw [hc', hlin, Finset.smul_sum] at h
    simp only [Matrix.mulVec_smul, hopping_planeWave hN, smul_smul] at h
    -- compare Fourier coefficients: c q ε(q) = ε(k) c q
    have hco : (fun q => c q * (band t q : ℂ)) = fun q => (band t k : ℂ) * c q :=
      planeWave_expansion.1 h
    rw [← Submodule.mem_span_pair, hc']
    refine Submodule.sum_mem _ fun q _ => ?_
    by_cases hq : c q = 0
    · rw [hq, zero_smul]
      exact Submodule.zero_mem _
    · have h1 : c q * (band t q : ℂ) = c q * band t k := (congrFun hco q).trans (mul_comm _ _)
      have h2 := (band_eq_iff ht k q).1 (ofReal_injective (mul_left_cancel₀ hq h1))
      refine Submodule.smul_mem _ _ (Submodule.subset_span ?_)
      rcases h2 with h2 | h2 <;> simp [h2]
  · rintro ⟨a, b, rfl⟩
    rw [Matrix.mulVec_add, Matrix.mulVec_smul, Matrix.mulVec_smul, hopping_planeWave hN,
      hopping_planeWave hN, (band_eq_iff ht k (-k)).2 (Or.inr rfl)]
    module
```

For N ≥ 3 and t ≠ 0, a state ψ solves Hψ = ε(k)ψ exactly when ψ = aφ_k + bφ_{−k} for some complex a and b, with ψ = 0 included. Expanding ψ and using linearity (`hlin`) gives

Σ_q c_q ε(q) φ_q = Σ_q ε(k) c_q φ_q.

Uniqueness of the expansion yields c_q ε(q) = ε(k) c_q for each q (`hco`). Either c_q = 0, or ε(q) = ε(k) and q = ±k, so every term lies in the span of φ_k and φ_{−k}. Conversely ε(−k) = ε(k) makes each such combination a solution. When k = −k, that is k = 0 or k = N/2 for even N, the two waves coincide and the combinations are multiples of φ_k. The theorem describes the eigenspace at ε(k) without stating its dimension, and it does not address values of the energy that are not of the form ε(k).

## Two sites

```lean
/-- On two sites the plane wave `k = 0` has energy `-t`, while the cosine band gives `-2 t`. -/
theorem two_site_ring (t : ℝ) :
    hopping t *ᵥ planeWave (0 : ZMod 2) = (-t : ℂ) • planeWave (0 : ZMod 2) ∧
      band t (0 : ZMod 2) = -2 * t := by
  have h : ∀ i : ZMod 2, i - 1 = i + 1 := by decide
  have h1 : ∀ j, planeWave (0 : ZMod 2) j = 1 := fun j => by simp [planeWave]
  refine ⟨?_, by simp [band]⟩
  ext i
  simp only [hopping, mulVec, dotProduct, of_apply, h, h1, or_self, mul_one,
    Finset.sum_ite_eq', Finset.mem_univ, if_true, Pi.smul_apply, smul_eq_mul]

end

end TightBindingRing
```

For N = 2 the uniform state φ_0 = (1, 1) satisfies Hφ_0 = −tφ_0, while ε(0) = −2t. Here i − 1 = i + 1, which `decide` confirms by checking both sites, so each row of H has a single entry −t and

(Hφ_0)_i = −t.

For t ≠ 0 the two numbers differ, so the eigenvalue equation of `hopping_planeWave` fails at N = 2. The mismatch comes from the linked-or-not definition of `hopping`, which counts the one bond once where the cosine formula has two neighbour terms.

```lean
#print axioms TightBindingRing.hopping_isHermitian
#print axioms TightBindingRing.ring_band_degeneracy
#print axioms TightBindingRing.eigenspace_iff
#print axioms TightBindingRing.two_site_ring
```

```
'TightBindingRing.hopping_isHermitian' depends on axioms: [propext, Classical.choice, Quot.sound]
'TightBindingRing.ring_band_degeneracy' depends on axioms: [propext, Classical.choice, Quot.sound]
'TightBindingRing.eigenspace_iff' depends on axioms: [propext, Classical.choice, Quot.sound]
'TightBindingRing.two_site_ring' depends on axioms: [propext, Classical.choice, Quot.sound]
```
